# The tangent space at a real orbital projector has dimension occupied times virtual

## One occupied and one virtual orbital

Take \(P=\begin{pmatrix}1&0\\0&0\end{pmatrix}\) and a symmetric \(X=\begin{pmatrix}a&b\\b&d\end{pmatrix}\). Then
\[
PX+XP=\begin{pmatrix}2a&b\\b&0\end{pmatrix},
\]
so \(PX+XP=X\) forces \(a=d=0\) and leaves \(b\) free. The single free number is the rate at which the two orbitals mix: rotating the occupied orbital to \((\cos\theta,\sin\theta)\) gives the projector
\[
P(\theta)=\begin{pmatrix}\cos^2\theta&\cos\theta\sin\theta\\ \cos\theta\sin\theta&\sin^2\theta\end{pmatrix},
\qquad \frac{dP}{d\theta}(0)=\begin{pmatrix}0&1\\1&0\end{pmatrix}.
\]

## Only the occupied–virtual blocks survive

Let \(o\) and \(v\) be finite sets of occupied and virtual indices, and let \(P\) be the identity on \(o\) and zero on \(v\). Write a real symmetric matrix as \(X=\begin{pmatrix}A&B\\C&D\end{pmatrix}\), occupied block first. Then
\[
PX+XP=\begin{pmatrix}2A&B\\C&0\end{pmatrix}.
\]
Equating this with \(X\) gives \(A=0\) and \(D=0\), and symmetry gives \(B=C^T\). Conversely, every real \(v\times o\) matrix \(Z\) gives a solution \(\begin{pmatrix}0&Z^T\\Z&0\end{pmatrix}\). The dimension is therefore \(|v|\,|o|\), which is zero if either set is empty.

If \(U^TU=1\), set \(P'=UPU^T\) and \(X'=UXU^T\). Then \(P'X'+X'P'=U(PX+XP)U^T=X'\), and \(U^T\) undoes the map, so the dimension is the same at \(P'\). Every real symmetric idempotent matrix is such a \(P'\): take an orthonormal eigenbasis as the columns of \(U\), with the eigenvectors of eigenvalue 1 in the occupied columns and those of eigenvalue 0 in the virtual columns.

## The solutions are velocities of projectors

Let \(\gamma(t)\) be symmetric and idempotent for all \(t\), with \(\gamma(0)=P\) and \(\dot\gamma(0)=X\). Differentiating \(\gamma^T=\gamma\) and \(\gamma^2=\gamma\) at \(t=0\) gives \(X^T=X\) and \(XP+PX=X\).

Conversely, let \(P\) be any symmetric idempotent and \(X\) a symmetric solution. The generator \(K=XP-PX\) satisfies \(K^T=-K\), so \(e^{tK}\) is orthogonal and \(\gamma(t)=e^{tK}Pe^{-tK}\) is a curve of projectors through \(P\). Its velocity at zero is
\[
KP-PK=XP+PX-2PXP.
\]
Multiplying \(PX+XP=X\) by \(P\) from the left gives \(PX+PXP=PX\), so \(PXP=0\) and the velocity is \(X\).

Idempotency of \(P\) matters here. For the \(1\times1\) matrix \(P=\tfrac12\), a half-filled orbital, every \(X\) solves the equation, yet no curve of projectors passes through \(P\).

## Density matrices and rotations in Lean

`IsProjector` describes the density matrix of a single determinant in a real orthonormal basis, with occupations 0 or 1; a closed-shell density matrix with occupations 2 must first be halved. `refProjector o v` is the block projector on the combined index type `o ⊕ v`, and `tangentSpace P` is the real vector space of symmetric solutions.

`finrank_tangentSpace` gives the dimension at the block projector, and `finrank_tangentSpace_rotated` gives it at each orthogonal rotation of that projector. The diagonalisation that brings every symmetric idempotent to this form is not part of the Lean proof. `mem_tangentSpace_iff_velocity` identifies the solutions with velocities at any symmetric idempotent `P`; `HasDerivAt γ X 0` asks for differentiability only at time zero.

For a restricted closed-shell self-consistent-field calculation in a finite, real, orthonormal basis of spatial orbitals, the dimension counts the independent first-order orbital rotations that change the density matrix. In an unrestricted calculation the count applies to the density matrix of each spin separately, and the two numbers add. Complex orbitals and overlap matrices are not treated, and the set of projectors of fixed rank, the Grassmannian, is not constructed as a manifold.

```lean
import Mathlib

open Matrix
open scoped Matrix.Norms.Operator

namespace GrassmannTangent

noncomputable section

variable {n o v : Type*} [Fintype n] [DecidableEq n] [Fintype o] [DecidableEq o]
  [Fintype v] [DecidableEq v]

/-- A real one-particle density matrix of projector type: symmetric and idempotent. -/
def IsProjector (P : Matrix n n ℝ) : Prop := Pᵀ = P ∧ P * P = P

/-- The projector with identity on the occupied indices `o` and zero on the virtual
indices `v`. -/
def refProjector (o v : Type*) [DecidableEq o] : Matrix (o ⊕ v) (o ⊕ v) ℝ :=
  fromBlocks 1 0 0 0

/-- The space of real symmetric matrices `X` with `P X + X P = X`. -/
def tangentSpace (P : Matrix n n ℝ) : Submodule ℝ (Matrix n n ℝ) where
  carrier := {X | Xᵀ = X ∧ P * X + X * P = X}
  zero_mem' := by simp
  add_mem' := by
    rintro X Y ⟨hX, hX'⟩ ⟨hY, hY'⟩
    refine ⟨by rw [transpose_add, hX, hY], ?_⟩
    calc P * (X + Y) + (X + Y) * P = (P * X + X * P) + (P * Y + Y * P) := by noncomm_ring
      _ = X + Y := by rw [hX', hY']
  smul_mem' := by
    rintro c X ⟨hX, hX'⟩
    exact ⟨by rw [transpose_smul, hX],
      by rw [Matrix.mul_smul, Matrix.smul_mul, ← smul_add, hX']⟩

/-- The block projector on the occupied indices is symmetric and idempotent. -/
theorem refProjector_witness : IsProjector (refProjector o v) := by
  constructor
  · simp [refProjector, fromBlocks_transpose]
  · simp [refProjector, fromBlocks_multiply]

/-- Every virtual-occupied block `Z`, completed by its transpose, solves the tangent
equations at the block projector. -/
theorem offDiag_mem (Z : Matrix v o ℝ) :
    fromBlocks 0 Zᵀ Z 0 ∈ tangentSpace (refProjector o v) := by
  constructor
  · simp [fromBlocks_transpose]
  · simp [refProjector, fromBlocks_multiply, fromBlocks_add]

/-- A matrix is in the tangent space at the block projector exactly when its
occupied-occupied and virtual-virtual blocks vanish and its two mixed blocks are
transposes of each other. -/
theorem mem_iff_blocks (X : Matrix (o ⊕ v) (o ⊕ v) ℝ) :
    X ∈ tangentSpace (refProjector o v) ↔
      X = fromBlocks 0 X.toBlocks₂₁ᵀ X.toBlocks₂₁ 0 := by
  constructor
  · intro h
    obtain ⟨A, B, C, D, rfl⟩ : ∃ A B C D, X = fromBlocks A B C D :=
      ⟨_, _, _, _, (fromBlocks_toBlocks X).symm⟩
    have hs : (fromBlocks A B C D)ᵀ = fromBlocks A B C D := h.1
    have hX : refProjector o v * fromBlocks A B C D + fromBlocks A B C D * refProjector o v
      = fromBlocks A B C D := h.2
    rw [fromBlocks_transpose, fromBlocks_inj] at hs
    rw [refProjector, fromBlocks_multiply, fromBlocks_multiply, fromBlocks_add,
      fromBlocks_inj] at hX
    -- the diagonal blocks of the equation read A + A = A and 0 = D
    have hA : A = 0 := by simpa using hX.1
    have hD : D = 0 := by simpa using hX.2.2.2.symm
    rw [toBlocks_fromBlocks₂₁, hA, hD, hs.2.1]
  · intro h
    rw [h]
    exact offDiag_mem _

/-- Reading off the virtual-occupied block is a linear equivalence between the tangent
space at the block projector and the virtual-by-occupied matrices. -/
def tangentEquiv : tangentSpace (refProjector o v) ≃ₗ[ℝ] Matrix v o ℝ where
  toFun X := X.1.toBlocks₂₁
  map_add' _ _ := rfl
  map_smul' _ _ := rfl
  invFun Z := ⟨fromBlocks 0 Zᵀ Z 0, offDiag_mem Z⟩
  left_inv X := Subtype.ext ((mem_iff_blocks X.1).1 X.2).symm
  right_inv Z := toBlocks_fromBlocks₂₁ 0 Zᵀ Z 0

/-- The tangent space at the block projector has dimension (number of virtual indices)
times (number of occupied indices). -/
theorem finrank_tangentSpace :
    Module.finrank ℝ (tangentSpace (refProjector o v)) = Fintype.card v * Fintype.card o := by
  rw [(tangentEquiv (o := o) (v := v)).finrank_eq]
  simp [Module.finrank_matrix]

/-- Conjugation by an orthogonal matrix respects products. -/
theorem conj_mul {U : Matrix n n ℝ} (hU : Uᵀ * U = 1) (A B : Matrix n n ℝ) :
    (U * A * Uᵀ) * (U * B * Uᵀ) = U * (A * B) * Uᵀ := by
  calc (U * A * Uᵀ) * (U * B * Uᵀ) = U * A * (Uᵀ * U) * B * Uᵀ := by simp only [mul_assoc]
    _ = U * (A * B) * Uᵀ := by rw [hU, mul_one, mul_assoc U A B]

/-- An orthogonal rotation of the orbitals carries tangent matrices at `P` to tangent
matrices at the rotated `P`. -/
theorem conj_mem {U P X : Matrix n n ℝ} (hU : Uᵀ * U = 1) (hX : X ∈ tangentSpace P) :
    U * X * Uᵀ ∈ tangentSpace (U * P * Uᵀ) := by
  refine ⟨?_, ?_⟩
  · rw [transpose_mul, transpose_mul, transpose_transpose, hX.1, mul_assoc]
  · rw [conj_mul hU, conj_mul hU, ← add_mul, ← mul_add, hX.2]

/-- Orthogonal rotation as a linear equivalence of tangent spaces. -/
def rotateEquiv (U P : Matrix n n ℝ) (hU : Uᵀ * U = 1) :
    tangentSpace P ≃ₗ[ℝ] tangentSpace (U * P * Uᵀ) where
  toFun X := ⟨U * X.1 * Uᵀ, conj_mem hU X.2⟩
  map_add' X Y := Subtype.ext (by simp [mul_add, add_mul])
  map_smul' c X := Subtype.ext (by simp)
  invFun Y := ⟨Uᵀ * Y.1 * U, by
    have h := conj_mem (U := Uᵀ)
      (by rw [transpose_transpose]; exact mul_eq_one_comm.mp hU) Y.2
    have e : Uᵀ * (U * P * Uᵀ) * U = P := by
      calc _ = (Uᵀ * U) * P * (Uᵀ * U) := by simp only [mul_assoc]
        _ = P := by rw [hU, one_mul, mul_one]
    rwa [transpose_transpose, e] at h⟩
  left_inv X := Subtype.ext (by
    calc Uᵀ * (U * X.1 * Uᵀ) * U = (Uᵀ * U) * X.1 * (Uᵀ * U) := by simp only [mul_assoc]
      _ = X.1 := by rw [hU, one_mul, mul_one])
  right_inv Y := Subtype.ext (by
    calc U * (Uᵀ * Y.1 * U) * Uᵀ = (U * Uᵀ) * Y.1 * (U * Uᵀ) := by simp only [mul_assoc]
      _ = Y.1 := by rw [mul_eq_one_comm.mp hU, one_mul, mul_one])

/-- The tangent space has the same dimension, virtual times occupied, at every projector
obtained from the block projector by an orthogonal rotation `U`. -/
theorem finrank_tangentSpace_rotated (U : Matrix (o ⊕ v) (o ⊕ v) ℝ) (hU : Uᵀ * U = 1) :
    Module.finrank ℝ (tangentSpace (U * refProjector o v * Uᵀ)) =
      Fintype.card v * Fintype.card o := by
  rw [← (rotateEquiv U (refProjector o v) hU).finrank_eq, finrank_tangentSpace]

/-- The velocity at time zero of a differentiable curve of projectors lies in the tangent space at
the curve's point at time zero. -/
theorem velocity_mem {γ : ℝ → Matrix n n ℝ} {X : Matrix n n ℝ}
    (hγ : ∀ t, IsProjector (γ t)) (h : HasDerivAt γ X 0) : X ∈ tangentSpace (γ 0) := by
  let L : Matrix n n ℝ →ₗ[ℝ] Matrix n n ℝ :=
    { toFun := fun A => Aᵀ
      map_add' := fun A B => transpose_add A B
      map_smul' := fun c A => transpose_smul c A }
  -- differentiate γᵀ = γ and γ γ = γ
  have h1 : HasDerivAt (fun t => (γ t)ᵀ) Xᵀ 0 :=
    (LinearMap.toContinuousLinearMap L).hasFDerivAt.comp_hasDerivAt 0 h
  have h2 : HasDerivAt (fun t => γ t * γ t) (X * γ 0 + γ 0 * X) 0 := h.fun_mul h
  rw [show (fun t => (γ t)ᵀ) = γ from funext fun t => (hγ t).1] at h1
  rw [show (fun t => γ t * γ t) = γ from funext fun t => (hγ t).2] at h2
  exact ⟨h1.unique h, by rw [add_comm]; exact h2.unique h⟩

/-- At a projector `P`, the symmetric solutions of `P X + X P = X` are exactly the
velocities at time zero of curves of projectors that pass through `P` at that time. -/
theorem mem_tangentSpace_iff_velocity {P : Matrix n n ℝ} (hP : IsProjector P)
    (X : Matrix n n ℝ) :
    X ∈ tangentSpace P ↔
      ∃ γ : ℝ → Matrix n n ℝ, (∀ t, IsProjector (γ t)) ∧ γ 0 = P ∧ HasDerivAt γ X 0 := by
  constructor
  · rintro ⟨hs, hX⟩
    -- the antisymmetric generator of the orbital rotation
    obtain ⟨K, hKdef⟩ : ∃ K, K = X * P - P * X := ⟨_, rfl⟩
    have hK : Kᵀ = -K := by
      rw [hKdef, transpose_sub, transpose_mul, transpose_mul, hP.1, hs, neg_sub]
    have hT (t : ℝ) : (NormedSpace.exp (t • K))ᵀ = NormedSpace.exp (t • (-K)) := by
      rw [← Matrix.exp_transpose, transpose_smul, hK]
    have hU (t : ℝ) : (NormedSpace.exp (t • K))ᵀ * NormedSpace.exp (t • K) = 1 := by
      have hc : Commute (t • (-K)) (t • K) :=
        ((Commute.refl K).neg_left.smul_left t).smul_right t
      rw [hT, ← Matrix.exp_add_of_commute _ _ hc, ← smul_add, neg_add_cancel, smul_zero,
        NormedSpace.exp_zero]
    refine ⟨fun t => NormedSpace.exp (t • K) * P * (NormedSpace.exp (t • K))ᵀ,
      fun t => ⟨?_, ?_⟩, ?_, ?_⟩
    · rw [transpose_mul, transpose_mul, transpose_transpose, hP.1]
      exact (mul_assoc _ _ _).symm
    · rw [conj_mul (hU t), hP.2]
    · simp [NormedSpace.exp_zero]
    · have hd (A : Matrix n n ℝ) :
          HasDerivAt (fun t : ℝ => NormedSpace.exp (t • A)) A 0 := by
        have h := hasDerivAt_exp_smul_const A (0 : ℝ)
        simp only [zero_smul, NormedSpace.exp_zero, one_mul] at h
        exact h
      simp only [hT]
      refine (((hd K).mul_const P).fun_mul (hd (-K))).congr_deriv ?_
      -- the block P X P vanishes, so the velocity K P - P K is X
      have h0 : P * X * P = 0 := by
        have h := congrArg (fun Y => P * Y) hX
        simp only [mul_add, ← mul_assoc, hP.2] at h
        simpa using h
      simp only [zero_smul, NormedSpace.exp_zero, hKdef]
      calc _ = X * (P * P) + (P * P) * X - P * X * P - P * X * P := by noncomm_ring
        _ = X := by rw [hP.2, h0, sub_zero, sub_zero, add_comm, hX]
  · rintro ⟨γ, hγ, h0, h⟩
    rw [← h0]
    exact velocity_mem hγ h

end

end GrassmannTangent
```

```lean
#print axioms GrassmannTangent.finrank_tangentSpace_rotated
#print axioms GrassmannTangent.mem_tangentSpace_iff_velocity
```

```
'GrassmannTangent.finrank_tangentSpace_rotated' depends on axioms: [propext, Classical.choice, Quot.sound]
'GrassmannTangent.mem_tangentSpace_iff_velocity' depends on axioms: [propext, Classical.choice, Quot.sound]
```

## From blocks to curves in the proof

`refProjector_witness` checks that the block matrix is a projector. `offDiag_mem` shows that each \(Z\) gives a solution, and `mem_iff_blocks` proves the converse by splitting `X` into blocks and comparing them with `fromBlocks_inj`. `tangentEquiv` packages the two directions as a linear equivalence, from which the dimension follows.

`conj_mul` cancels the inner \(U^TU\) in a product of rotated matrices. `conj_mem` uses it to carry solutions to solutions, and `rotateEquiv` adds the inverse rotation, so the dimension carries over.

`velocity_mem` differentiates the two projector identities. Since each side is the same curve, uniqueness of the derivative yields the tangent equations.

In `mem_tangentSpace_iff_velocity`, `hK` is the antisymmetry of the generator and `hU` the orthogonality of its exponential. The product rule gives the velocity, `h0` proves \(PXP=0\), and the final `calc` reduces the velocity to `X`. The reverse direction is `velocity_mem`.
